# Pair marginals of symmetric N-particle distributions on a finite set lie within 2/N of a mixture of products of identical factors in l1 norm

Particles are labelled here, and a configuration is a function $x$ from the $N$ labels to a finite set $S$ of one-particle states, with $x_k$ the state of particle $k$. Indistinguishability is then a condition on the probability $P$ of configurations, not a feature of the configurations themselves. Occupation numbers would build the symmetry in from the start, but with labels "the joint distribution of particles $a$ and $b$" has a direct meaning.

For a bosonic state, $P$ can be read as the diagonal of the $N$-particle density matrix in the basis of product states built from a finite orthonormal one-particle basis labelled by $S$. The result then bears on pair observables diagonal in that basis, such as a density-density interaction on a finite lattice, and says nothing about coherences.

In the code `S` is any finite type and the labels are `Fin N`.

```lean
import Mathlib

open Finset

namespace FiniteDeFinetti

noncomputable section

variable {S : Type*} [Fintype S] [DecidableEq S] {N : ℕ}
```

The weight $P$ is real, nonnegative and normalised, and it satisfies $P(x\circ\sigma)=P(x)$ for every permutation $\sigma$ of the labels. These three conditions are the only physical assumptions. No dynamics, temperature or form of interaction enters.

```lean
/-- A probability on configurations of `N` particles that is invariant under relabelling
the particles. -/
structure IsSymmetricProb (P : (Fin N → S) → ℝ) : Prop where
  nonneg : ∀ x, 0 ≤ P x
  total : ∑ x, P x = 1
  symm : ∀ (σ : Equiv.Perm (Fin N)) (x : Fin N → S), P (x ∘ σ) = P x
```

## Empirical distributions and pair marginals

The indicator $\delta_{si}$ is 1 if $s=i$ and 0 otherwise. It is called `hit s i`.

```lean
/-- The indicator that a particle in state `s` is found in state `i`. -/
def hit (s i : S) : ℝ := if s = i then 1 else 0
```

The empirical distribution of a configuration is its occupation count divided by $N$:
$$m_x(i)=\frac1N\sum_k\delta_{x_k i}.$$

```lean
/-- The empirical distribution of a configuration: the fraction of particles in state `i`. -/
def empirical (x : Fin N → S) (i : S) : ℝ := (∑ k, hit (x k) i) / N
```

The pair marginal is the probability of finding particle $a$ in state $i$ and particle $b$ in state $j$:
$$p_{ab}(i,j)=\sum_x P(x)\,\delta_{x_a i}\,\delta_{x_b j}.$$
The definition also admits $a=b$, where $p_{aa}(i,j)$ vanishes off the diagonal and $p_{aa}(i,i)$ is the probability that $x_a=i$. The error will turn out to be the difference between this self-pair term and the marginal of two distinct particles, divided by $N$.

```lean
/-- The joint distribution of the states of particles `a` and `b`. -/
def pairMarginal (P : (Fin N → S) → ℝ) (a b : Fin N) (i j : S) : ℝ :=
  ∑ x, P x * (hit (x a) i * hit (x b) j)
```

The distribution to be compared with $p_{ab}$ draws a configuration from $P$ and then draws two states independently from its empirical distribution:
$$q(i,j)=\sum_x P(x)\,m_x(i)\,m_x(j).$$

```lean
/-- The average over configurations of the product of the empirical distribution with itself. -/
def productMixture (P : (Fin N → S) → ℝ) (i j : S) : ℝ :=
  ∑ x, P x * (empirical x i * empirical x j)
```

The distance between the two will be expressed through the probability that the particles are in different states,
$$d_{ab}=\sum_{x:\,x_a\neq x_b}P(x).$$

```lean
/-- The probability that particles `a` and `b` are in different states. -/
def differProb (P : (Fin N → S) → ℝ) (a b : Fin N) : ℝ :=
  ∑ x, P x * (if x a = x b then 0 else 1)
```

The absolute values in the l1 norm will be resolved by a sign, $\varepsilon_{ij}=-1$ for $i=j$ and $\varepsilon_{ij}=1$ for $i\neq j$.

```lean
/-- The sign that is `-1` for equal states and `1` for different states. -/
def pairSign (i j : S) : ℝ := if i = j then -1 else 1
```

Sums against an indicator collapse: $\sum_i\delta_{si}\,g(i)=g(s)$.

```lean
/-- Summing a function against the indicator of a state gives its value there. -/
lemma sum_hit (s : S) (g : S → ℝ) : ∑ i, hit s i * g i = g s := by
  simp [hit]
```

For $N\geq1$ each $m_x$ is a probability distribution. It is nonnegative term by term, and
$$\sum_i m_x(i)=\frac1N\sum_k\sum_i\delta_{x_k i}=\frac1N\cdot N=1.$$
Hence $q$ is a mixture of product distributions with two equal factors $m_x$, and $P$ is the mixing weight. The equality of the factors gives the comparison its content: if the factors could differ, every distribution of pairs would be a mixture of products of point masses. The proof exchanges the two sums in the same way.

```lean
/-- The empirical distribution of at least one particle is a probability distribution. -/
theorem empirical_isProb (hN : 0 < N) (x : Fin N → S) :
    (∀ i, 0 ≤ empirical x i) ∧ ∑ i, empirical x i = 1 := by
  have hN' : (N : ℝ) ≠ 0 := by exact_mod_cast hN.ne'
  constructor
  · intro i
    refine div_nonneg (Finset.sum_nonneg fun k _ => ?_) (Nat.cast_nonneg _)
    unfold hit
    split_ifs <;> norm_num
  · unfold empirical
    rw [← Finset.sum_div, Finset.sum_comm]
    simp [hit, hN']
```

## Symmetry makes all distinct pairs equivalent

In $p_{\sigma(a)\sigma(b)}(i,j)=\sum_x P(x)\,\delta_{x_{\sigma(a)}i}\,\delta_{x_{\sigma(b)}j}$, substitute $y=x\circ\sigma$. Then $y_a=x_{\sigma(a)}$, $y_b=x_{\sigma(b)}$ and $P(x)=P(y)$, so the sum is $p_{ab}(i,j)$. In Lean, `Fintype.sum_equiv` performs the substitution and `h.symm` supplies the invariance of $P$.

```lean
/-- Relabelling the particles leaves the pair marginal unchanged. -/
lemma pairMarginal_perm {P : (Fin N → S) → ℝ} (h : IsSymmetricProb P)
    (σ : Equiv.Perm (Fin N)) (a b : Fin N) (i j : S) :
    pairMarginal P (σ a) (σ b) i j = pairMarginal P a b i j := by
  unfold pairMarginal
  refine Fintype.sum_equiv (Equiv.arrowCongr σ.symm (Equiv.refl S)) _ _ fun x => ?_
  change _ = P (x ∘ σ) * (hit (x (σ a)) i * hit (x (σ b)) j)
  rw [h.symm]
```

If $a\neq b$ and $c\neq d$, some permutation takes $a$ to $c$ and $b$ to $d$. First exchange $a$ and $c$, which sends $b$ to some $b'\neq c$. Then exchange $b'$ and $d$, which leaves $c$ in place because $c$ is neither of them. Therefore $p_{cd}=p_{ab}$.

```lean
/-- All pairs of distinct particles have the same pair marginal. -/
theorem pairMarginal_eq {P : (Fin N → S) → ℝ} (h : IsSymmetricProb P)
    {a b c d : Fin N} (hab : a ≠ b) (hcd : c ≠ d) (i j : S) :
    pairMarginal P c d i j = pairMarginal P a b i j := by
  -- first move `a` to `c`, then the image of `b` to `d`
  have hc : c ≠ Equiv.swap a c b := by
    intro hc
    apply hab
    apply (Equiv.swap a c).injective
    rw [Equiv.swap_apply_left]
    exact hc
  have key := pairMarginal_perm h (Equiv.swap (Equiv.swap a c b) d * Equiv.swap a c) a b i j
  rw [Equiv.Perm.mul_apply, Equiv.Perm.mul_apply, Equiv.swap_apply_left a c,
    Equiv.swap_apply_of_ne_of_ne hc hcd, Equiv.swap_apply_left] at key
  exact key
```

## The self-pair correction

Expanding the product of occupations gives a double sum over particles, with $N$ coincident pairs and $N(N-1)$ distinct ones. Relabelling also gives $p_{kk}=p_{aa}$ for every $k$, so for $a\neq b$
$$q=\frac1{N^2}\sum_{k,l}p_{kl}=\frac{N\,p_{aa}+N(N-1)\,p_{ab}}{N^2}=p_{ab}+\frac{p_{aa}-p_{ab}}{N}.$$
In the proof, `h0` and `h1` establish the first equality. The step `h2` writes every $p_{kl}$ as $p_{ab}$, plus $p_{aa}-p_{ab}$ when $k=l$, and the remaining lines count the terms.

```lean
/-- The mixture of products equals the pair marginal plus a self-pair correction
with prefactor `1/N`. -/
theorem productMixture_eq {P : (Fin N → S) → ℝ} (h : IsSymmetricProb P)
    {a b : Fin N} (hab : a ≠ b) (i j : S) :
    productMixture P i j = pairMarginal P a b i j
      + (pairMarginal P a a i j - pairMarginal P a b i j) / N := by
  have hN : (N : ℝ) ≠ 0 := by
    exact_mod_cast (lt_of_le_of_lt (Nat.zero_le _) a.isLt).ne'
  -- expand the product of occupations into a double sum over particles
  have h0 : ∑ k, ∑ l, pairMarginal P k l i j
      = ∑ x, P x * ((∑ k, hit (x k) i) * (∑ l, hit (x l) j)) := by
    simp only [pairMarginal, Finset.sum_mul_sum]
    simp only [Finset.mul_sum]
    exact (Finset.sum_comm.trans (Finset.sum_congr rfl fun k _ => Finset.sum_comm)).symm
  have h1 : productMixture P i j = (∑ k, ∑ l, pairMarginal P k l i j) / (N : ℝ) ^ 2 := by
    rw [h0, Finset.sum_div]
    unfold productMixture empirical
    refine Finset.sum_congr rfl fun x _ => ?_
    ring
  -- separate coincident from distinct particle labels
  have h2 : ∀ k l, pairMarginal P k l i j
      = (if k = l then pairMarginal P a a i j - pairMarginal P a b i j else 0)
        + pairMarginal P a b i j := by
    intro k l
    by_cases hkl : k = l
    · have hs := pairMarginal_perm h (Equiv.swap a k) a a i j
      rw [Equiv.swap_apply_left] at hs
      rw [if_pos hkl, ← hkl, hs]
      ring
    · rw [if_neg hkl, pairMarginal_eq h hab hkl, zero_add]
  rw [h1, Finset.sum_congr rfl fun k _ => Finset.sum_congr rfl fun l _ => h2 k l]
  simp only [Finset.sum_add_distrib, Finset.sum_ite_eq, Finset.mem_univ, if_true,
    Finset.sum_const, Finset.card_univ, Fintype.card_fin, nsmul_eq_mul]
  field_simp
  ring
```

The difference $p_{ab}-p_{aa}$ has a known sign. On the diagonal, $p_{ab}(i,i)\leq p_{aa}(i,i)$, because requiring both particles to be in state $i$ is more restrictive than requiring it of $a$ alone. Off the diagonal, $p_{aa}(i,j)=0\leq p_{ab}(i,j)$. Both cases are contained in
$$|p_{ab}(i,j)-p_{aa}(i,j)|=\varepsilon_{ij}\,\bigl(p_{ab}(i,j)-p_{aa}(i,j)\bigr).$$
Lean compares the sums configuration by configuration. The only case in which the comparison would fail is impossible, because it puts particle $a$ in two different states.

```lean
/-- The self-pair correction has one sign for equal states and the other for different
states. -/
lemma abs_correction {P : (Fin N → S) → ℝ} (h : IsSymmetricProb P) (a b : Fin N) (i j : S) :
    |pairMarginal P a b i j - pairMarginal P a a i j|
      = pairSign i j * (pairMarginal P a b i j - pairMarginal P a a i j) := by
  unfold pairSign
  by_cases hij : i = j
  · subst hij
    rw [if_pos rfl, neg_one_mul, abs_of_nonpos]
    refine sub_nonpos.mpr (Finset.sum_le_sum fun x _ =>
      mul_le_mul_of_nonneg_left ?_ (h.nonneg x))
    unfold hit
    split_ifs <;> norm_num
  · rw [if_neg hij, one_mul, abs_of_nonneg]
    refine sub_nonneg.mpr (Finset.sum_le_sum fun x _ =>
      mul_le_mul_of_nonneg_left ?_ (h.nonneg x))
    unfold hit
    split_ifs <;> first
      | (norm_num; done)
      | exact absurd (Eq.trans (Eq.symm ‹x a = i›) ‹x a = j›) hij
```

## The exact distance

Combining the last two results,
$$\sum_{i,j}|p_{ab}(i,j)-q(i,j)|=\frac1N\sum_x P(x)\sum_{i,j}\varepsilon_{ij}\,\delta_{x_a i}\,(\delta_{x_b j}-\delta_{x_a j}).$$
For fixed $x$, write $s=x_a$ and $u=x_b$. The inner sum collapses to $\varepsilon_{su}-\varepsilon_{ss}=\varepsilon_{su}+1$, which is 0 if $s=u$ and 2 otherwise. Averaging over $P$ gives
$$\sum_{i,j}|p_{ab}(i,j)-q(i,j)|=\frac2N\,d_{ab}.$$
The steps `key`, `inner_sum` and `swap` are, respectively, the signed form of each term, the value 0 or 2, and the exchange of summation order.

```lean
/-- The l1 distance between the pair marginal and the mixture of products is `2/N` times
the probability that the two particles are in different states. -/
theorem l1_distance_eq {P : (Fin N → S) → ℝ} (h : IsSymmetricProb P)
    {a b : Fin N} (hab : a ≠ b) :
    ∑ i, ∑ j, |pairMarginal P a b i j - productMixture P i j|
      = 2 / N * differProb P a b := by
  have key : ∀ i j, |pairMarginal P a b i j - productMixture P i j|
      = (∑ x, P x * (pairSign i j * (hit (x a) i * (hit (x b) j - hit (x a) j)))) / N := by
    intro i j
    have e : pairMarginal P a b i j - productMixture P i j
        = (pairMarginal P a b i j - pairMarginal P a a i j) / N := by
      rw [productMixture_eq h hab]
      ring
    rw [e, abs_div, Nat.abs_cast, abs_correction h]
    congr 1
    unfold pairMarginal
    rw [← Finset.sum_sub_distrib, Finset.mul_sum]
    refine Finset.sum_congr rfl fun x _ => ?_
    ring
  -- for fixed states `s`, `u` of the two particles the signed sum is 0 or 2
  have inner_sum : ∀ s u : S, ∑ i, ∑ j, pairSign i j * (hit s i * (hit u j - hit s j))
      = 2 * (if s = u then 0 else 1) := by
    intro s u
    have e : ∀ i, ∑ j, pairSign i j * (hit s i * (hit u j - hit s j))
        = hit s i * (pairSign i u - pairSign i s) := by
      intro i
      rw [← sum_hit u (pairSign i), ← sum_hit s (pairSign i), ← Finset.sum_sub_distrib,
        Finset.mul_sum]
      refine Finset.sum_congr rfl fun j _ => ?_
      ring
    rw [Finset.sum_congr rfl fun i _ => e i, sum_hit s (fun i => pairSign i u - pairSign i s)]
    by_cases hsu : s = u
    · simp [hsu]
    · norm_num [pairSign, hsu]
  have swap : ∑ i, ∑ j, ∑ x, P x * (pairSign i j * (hit (x a) i * (hit (x b) j - hit (x a) j)))
      = ∑ x, P x * ∑ i, ∑ j, pairSign i j * (hit (x a) i * (hit (x b) j - hit (x a) j)) := by
    simp only [Finset.mul_sum]
    exact (Finset.sum_comm.trans (Finset.sum_congr rfl fun i _ => Finset.sum_comm)).symm
  simp only [key, ← Finset.sum_div]
  rw [swap, Finset.sum_congr rfl fun x _ => congrArg (P x * ·) (inner_sum (x a) (x b))]
  unfold differProb
  rw [Finset.sum_div, Finset.mul_sum]
  refine Finset.sum_congr rfl fun x _ => ?_
  ring
```

Since $d_{ab}\leq1$, the distance is at most $2/N$, whatever the number of states in $S$. The hypothesis `hab : a ≠ b` is where $N\geq2$ enters, since two different labels must exist.

De Finetti's name usually belongs to infinite exchangeable sequences, which are exactly mixtures of independent, identically distributed ones. The theorem below is a quantitative relative at finite $N$, for two-particle marginals only.

```lean
/-- Finite de Finetti bound: the pair marginal of a symmetric probability is within `2/N` in l1 norm
of the average over configurations of the product of the empirical distribution with itself. -/
theorem finite_deFinetti {P : (Fin N → S) → ℝ} (h : IsSymmetricProb P)
    {a b : Fin N} (hab : a ≠ b) :
    ∑ i, ∑ j, |pairMarginal P a b i j - productMixture P i j| ≤ 2 / N := by
  rw [l1_distance_eq h hab]
  refine mul_le_of_le_one_right (by positivity) ?_
  rw [← h.total]
  refine Finset.sum_le_sum fun x _ => mul_le_of_le_one_right (h.nonneg x) ?_
  split_ifs <;> norm_num
```

## Expectation values of pair observables

Let $f(i,j)$ be a real pair observable with $|f(i,j)|\leq C$ for all $i,j$. By the triangle inequality,
$$\Bigl|\sum_{i,j}f(i,j)\,\bigl(p_{ab}(i,j)-q(i,j)\bigr)\Bigr|\leq C\sum_{i,j}|p_{ab}(i,j)-q(i,j)|\leq\frac{2C}{N}.$$
No symmetry of $f$ is needed. The proof first obtains $C\geq0$: a normalised $P$ with at least one particle forces $S$ to be nonempty, so $C$ bounds some absolute value. It then applies the triangle inequality once for each of the two sums.

```lean
/-- For a pair observable bounded by `C`, replacing the pair marginal by the mixture of
products changes the expectation value by at most `2C/N`. -/
theorem observable_error {P : (Fin N → S) → ℝ} (h : IsSymmetricProb P)
    {a b : Fin N} (hab : a ≠ b) (f : S → S → ℝ) {C : ℝ} (hf : ∀ i j, |f i j| ≤ C) :
    |∑ i, ∑ j, f i j * pairMarginal P a b i j - ∑ i, ∑ j, f i j * productMixture P i j|
      ≤ C * (2 / N) := by
  have hC : 0 ≤ C := by
    rcases isEmpty_or_nonempty S with hS | ⟨⟨s⟩⟩
    · have : IsEmpty (Fin N → S) := ⟨fun x => hS.false (x a)⟩
      have ht := h.total
      simp at ht
    · exact (abs_nonneg _).trans (hf s s)
  refine le_trans ?_ (mul_le_mul_of_nonneg_left (finite_deFinetti h hab) hC)
  simp only [← Finset.sum_sub_distrib, ← mul_sub, Finset.mul_sum]
  refine (Finset.abs_sum_le_sum_abs _ _).trans (Finset.sum_le_sum fun i _ => ?_)
  refine (Finset.abs_sum_le_sum_abs _ _).trans (Finset.sum_le_sum fun j _ => ?_)
  rw [abs_mul]
  exact mul_le_mul_of_nonneg_right (hf i j) (abs_nonneg _)
```

## One particle per site attains the bound

Take $S$ to be a set of $N$ sites and place the particles one on each site, all $N!$ assignments being equally likely. This is the position distribution of the bosonic Fock state with a single boson on every site. The code writes the weight as a sum over permutations, which gives $1/N!$ when $x$ is a permutation and 0 otherwise.

```lean
/-- The uniform distribution over all ways to place `N` particles on `N` sites, one on
each site. -/
def uniformPlacement (N : ℕ) (x : Fin N → Fin N) : ℝ :=
  (∑ σ : Equiv.Perm (Fin N), if x = ⇑σ then (1 : ℝ) else 0) / (N.factorial : ℝ)
```

The weight is nonnegative. It sums to 1 because each of the $N!$ permutations matches exactly one configuration. It is symmetric because $x\circ\tau=\sigma\circ\tau$ holds exactly when $x=\sigma$, so relabelling by $\tau$ only reorders the sum over permutations.

```lean
/-- The uniform placement of `N` particles on `N` sites is a symmetric probability. -/
theorem uniformPlacement_witness (N : ℕ) : IsSymmetricProb (uniformPlacement N) where
  nonneg x := div_nonneg (Finset.sum_nonneg fun σ _ => by split_ifs <;> norm_num)
    (Nat.cast_nonneg _)
  total := by
    have hs : ∑ x : Fin N → Fin N, ∑ σ : Equiv.Perm (Fin N), (if x = ⇑σ then (1 : ℝ) else 0)
        = (N.factorial : ℝ) := by
      rw [Finset.sum_comm]
      simp [Fintype.card_perm]
    unfold uniformPlacement
    rw [← Finset.sum_div, hs, div_self (by exact_mod_cast N.factorial_ne_zero)]
  symm τ x := by
    have hs : ∑ σ : Equiv.Perm (Fin N), (if x = ⇑σ then (1 : ℝ) else 0)
        = ∑ σ : Equiv.Perm (Fin N), (if x ∘ τ = ⇑σ then (1 : ℝ) else 0) := by
      refine Fintype.sum_equiv (Equiv.mulRight τ) _ _ fun σ => ?_
      have hiff : x ∘ τ = ⇑(σ * τ) ↔ x = ⇑σ := by
        rw [Equiv.Perm.coe_mul]
        exact τ.surjective.injective_comp_right.eq_iff
      simp only [Equiv.coe_mulRight, hiff]
    exact congrArg (· / (N.factorial : ℝ)) hs.symm
```

Two different particles never share a site, so $d_{ab}=1$ and the exact formula gives a distance of $2/N$ for every $N\geq2$. At $N=2$ this distance is 1. In Lean, a configuration with $x_a=x_b$ has weight zero because a permutation is injective. The number of sites grows with $N$ in this family, so the theorem shows that no smaller bound on the distance to $q$ holds uniformly over all finite $S$, and leaves open what is attained at fixed $S$.

```lean
/-- The uniform placement of `N` particles on `N` sites attains the bound `2/N`. -/
theorem finite_deFinetti_sharp {a b : Fin N} (hab : a ≠ b) :
    ∑ i, ∑ j, |pairMarginal (uniformPlacement N) a b i j
      - productMixture (uniformPlacement N) i j| = 2 / N := by
  have hd : differProb (uniformPlacement N) a b = 1 := by
    rw [← (uniformPlacement_witness N).total]
    refine Finset.sum_congr rfl fun x _ => ?_
    by_cases hx : x a = x b
    · -- a doubly occupied site has probability zero
      have hz : uniformPlacement N x = 0 := by
        unfold uniformPlacement
        rw [Finset.sum_eq_zero, zero_div]
        intro σ _
        refine if_neg fun hσ => hab (σ.injective ?_)
        rw [← hσ]
        exact hx
      rw [hz, zero_mul]
    · rw [if_neg hx, mul_one]
  rw [l1_distance_eq (uniformPlacement_witness N) hab, hd, mul_one]

end

end FiniteDeFinetti
```

```lean
#print axioms FiniteDeFinetti.empirical_isProb
-- 'FiniteDeFinetti.empirical_isProb' depends on axioms: [propext, Classical.choice, Quot.sound]
#print axioms FiniteDeFinetti.finite_deFinetti
-- 'FiniteDeFinetti.finite_deFinetti' depends on axioms: [propext, Classical.choice, Quot.sound]
#print axioms FiniteDeFinetti.observable_error
-- 'FiniteDeFinetti.observable_error' depends on axioms: [propext, Classical.choice, Quot.sound]
#print axioms FiniteDeFinetti.finite_deFinetti_sharp
-- 'FiniteDeFinetti.finite_deFinetti_sharp' depends on axioms: [propext, Classical.choice, Quot.sound]
```
